# Recovering the Hydrogen 1s Kinetic Energy from a Pseudo Function by a One-Centre Correction

## Radial functions and energies

Atomic units are used throughout, and r is the distance from the nucleus. An s state is described by its radial function u(r), which is r times the radial wave function. There is no centrifugal term, so for a normalised state, ∫₀^∞ u² dr = 1, the kinetic energy is half the integral of u′(r)² over r > 0.

```lean
import Mathlib

open Set MeasureTheory Filter Topology

namespace UltrasoftHydrogen

noncomputable section
```

For the hydrogen ground state,

u(r) = 2r e^(−r), with ∫₀^∞ u² dr = 1.

In Lean, `orbital` is a function on all real numbers, but the energies only use r > 0.

```lean
/-- The radial function `u(r) = 2 r exp(-r)` of the hydrogen ground state, in atomic units. -/
def orbital (r : ℝ) : ℝ := 2 * r * Real.exp (-r)
```

The pseudo function p replaces u by a cubic inside the matching radius 1:

p(r) = (3r − r³)/e for r ≤ 1, and p(r) = u(r) for r > 1.

```lean
/-- The pseudo function: `(3r - r³)/e` up to the matching radius 1, and `u` beyond it. -/
def pseudo (r : ℝ) : ℝ :=
  if r ≤ 1 then (3 * r - r ^ 3) * Real.exp (-1) else orbital r
```

The kinetic energy of a function f in a region S is

T_S[f] = ½ ∫_S f′(r)² dr.

The region is an argument because the correction needs the core separately. `Ioi 0` is the half-line r > 0, and `Ioc 0 R` is the core 0 < r ≤ R. Lean's `deriv` is the pointwise derivative, which would miss a jump in f; p is therefore shown below to be differentiable everywhere.

```lean
/-- The radial kinetic energy of `f` collected in the region `S`. -/
def kinetic (S : Set ℝ) (f : ℝ → ℝ) : ℝ := 1 / 2 * ∫ r in S, (deriv f r) ^ 2
```

The energy in the potential −1/r of the nucleus is

V[f] = −∫₀^∞ f(r)²/r dr.

Neither energy is divided by the norm of f.

```lean
/-- The energy of the radial function `f` in the Coulomb potential `-1/r`. -/
def coulomb (f : ℝ → ℝ) : ℝ := -∫ r in Ioi (0 : ℝ), f r ^ 2 / r
```

## Integrals over the tail and the core

The tail integrands are quadratics times e^(−2r). Differentiating a trial antiderivative gives

d/dr [(ar² + br + c) e^(−2r)] = [2ar + b − 2(ar² + br + c)] e^(−2r).

The antiderivative (ar² + br + c) e^(−2r) tends to 0 at infinity, so the integral of the right-hand side from s to ∞ is

−(as² + bs + c) e^(−2s).

In the proof, `hlim` is the limit and `hd` the derivative. Since the integrand is nonnegative, the same antiderivative also gives integrability.

```lean
/-- A nonnegative density of the form quadratic times `exp(-2r)` is integrable beyond `s`,
with the integral given by its antiderivative. -/
theorem tail_integral (a b c s : ℝ) (f : ℝ → ℝ)
    (hf : ∀ r ∈ Ioi s, f r =
      (2 * a * r + b - 2 * (a * r ^ 2 + b * r + c)) * Real.exp (-(2 * r)))
    (pos : ∀ r ∈ Ioi s, 0 ≤ f r) :
    IntegrableOn f (Ioi s) ∧
      ∫ r in Ioi s, f r = -(a * s ^ 2 + b * s + c) * Real.exp (-(2 * s)) := by
  -- the antiderivative vanishes at infinity
  have hlim : Tendsto (fun r : ℝ => (a * r ^ 2 + b * r + c) * Real.exp (-(2 * r)))
      atTop (𝓝 0) := by
    have h := Real.tendsto_pow_mul_exp_neg_atTop_nhds_zero
    have key := ((((h 2).const_mul a).add ((h 1).const_mul b)).add
      ((h 0).const_mul c)).mul (h 0)
    rw [show (a * 0 + b * 0 + c * 0) * 0 = (0 : ℝ) by ring] at key
    refine key.congr (fun r => ?_)
    rw [show -(2 * r) = -r + -r by ring, Real.exp_add]
    ring
  have hd : ∀ r : ℝ, HasDerivAt (fun r : ℝ => (a * r ^ 2 + b * r + c) * Real.exp (-(2 * r)))
      ((2 * a * r + b - 2 * (a * r ^ 2 + b * r + c)) * Real.exp (-(2 * r))) r := by
    intro r
    have h1 : HasDerivAt (fun x : ℝ => a * x ^ 2 + b * x + c) (2 * a * r + b) r :=
      ((((hasDerivAt_pow 2 r).const_mul a).fun_add
        ((hasDerivAt_id' r).const_mul b)).add_const c).congr_deriv (by norm_num; ring)
    have h2 : HasDerivAt (fun x : ℝ => Real.exp (-(2 * x))) (Real.exp (-(2 * r)) * (-2)) r :=
      (((hasDerivAt_id' r).const_mul (2 : ℝ)).fun_neg.exp).congr_deriv (by ring)
    exact (h1.fun_mul h2).congr_deriv (by ring)
  have e : EqOn f (fun r => (2 * a * r + b - 2 * (a * r ^ 2 + b * r + c)) *
      Real.exp (-(2 * r))) (Ioi s) := fun r hr => hf r hr
  have hp : ∀ r ∈ Ioi s,
      0 ≤ (2 * a * r + b - 2 * (a * r ^ 2 + b * r + c)) * Real.exp (-(2 * r)) := by
    intro r hr
    rw [← hf r hr]
    exact pos r hr
  refine ⟨(integrableOn_Ioi_deriv_of_nonneg' (fun r _ => hd r) hp hlim).congr_fun
    e.symm measurableSet_Ioi, ?_⟩
  rw [setIntegral_congr_fun measurableSet_Ioi e,
    integral_Ioi_of_hasDerivAt_of_nonneg' (fun r _ => hd r) hp hlim]
  ring
```

In the core, the squared slope of p is an even polynomial times e^(−2). Term by term,

∫₀¹ (a + 3br² + 5cr⁴ + 7dr⁶) e^(−2) dr = (a + b + c + d) e^(−2).

The proof differentiates the odd polynomial antiderivative and applies the fundamental theorem of calculus.

```lean
/-- The integral over the core region of an even polynomial density scaled by `exp(-2)`. -/
theorem core_integral (a b c d : ℝ) (f : ℝ → ℝ)
    (hf : ∀ r ∈ Ioc (0 : ℝ) 1, f r =
      (a + 3 * b * r ^ 2 + 5 * c * r ^ 4 + 7 * d * r ^ 6) * Real.exp (-2)) :
    IntegrableOn f (Ioc 0 1) ∧
      ∫ r in Ioc (0 : ℝ) 1, f r = (a + b + c + d) * Real.exp (-2) := by
  have e : EqOn f (fun r => (a + 3 * b * r ^ 2 + 5 * c * r ^ 4 + 7 * d * r ^ 6) *
      Real.exp (-2)) (Ioc 0 1) := fun r hr => hf r hr
  have hc : Continuous (fun r : ℝ => (a + 3 * b * r ^ 2 + 5 * c * r ^ 4 + 7 * d * r ^ 6) *
      Real.exp (-2)) := by fun_prop
  have hd : ∀ r : ℝ, HasDerivAt
      (fun x : ℝ => (a * x + b * x ^ 3 + c * x ^ 5 + d * x ^ 7) * Real.exp (-2))
      ((a + 3 * b * r ^ 2 + 5 * c * r ^ 4 + 7 * d * r ^ 6) * Real.exp (-2)) r := fun r =>
    ((((((hasDerivAt_id' r).const_mul a).fun_add ((hasDerivAt_pow 3 r).const_mul b)).fun_add
      ((hasDerivAt_pow 5 r).const_mul c)).fun_add
      ((hasDerivAt_pow 7 r).const_mul d)).mul_const (Real.exp (-2))).congr_deriv
        (by push_cast; ring)
  refine ⟨hc.integrableOn_Ioc.congr_fun e.symm measurableSet_Ioc, ?_⟩
  rw [setIntegral_congr_fun measurableSet_Ioc e,
    ← intervalIntegral.integral_of_le zero_le_one,
    intervalIntegral.integral_eq_sub_of_hasDerivAt (fun r _ => hd r)
      (hc.intervalIntegrable 0 1)]
  ring
```

## Why the outer parts cancel

For R ≥ 0, an integrable function on the half-line satisfies

∫₀^∞ f dr = ∫₀^R f dr + ∫_R^∞ f dr.

The two regions are disjoint, and their union is the half-line.

```lean
/-- For a function integrable over `r > 0`, the integral is the sum of its parts inside and outside
the radius `R ≥ 0`. -/
theorem integral_split {f : ℝ → ℝ} {R : ℝ} (hR : 0 ≤ R) (h : IntegrableOn f (Ioi 0)) :
    ∫ r in Ioi (0 : ℝ), f r = (∫ r in Ioc 0 R, f r) + ∫ r in Ioi R, f r := by
  rw [← Ioc_union_Ioi_eq_Ioi hR]
  exact setIntegral_union
    (Set.disjoint_left.2 fun x hx hx' => not_le_of_gt (mem_Ioi.1 hx') hx.2)
    measurableSet_Ioi (h.mono_set Ioc_subset_Ioi_self) (h.mono_set (Ioi_subset_Ioi hR))
```

Let f and g agree for r > R. Around each such r they agree on a whole neighbourhood, so f′(r) = g′(r) there, and the outer kinetic energies are equal. Splitting both energies at R gives

T[f] − T[g] = T_core[f] − T_core[g],

where T without a region means the whole half-line. This holds for any two such functions whose squared derivatives are integrable; for functions differentiable everywhere, such as u and p, this condition means finite kinetic energy. In the proof, `ht` is the equality of the outer parts, and `linarith` combines it with the two splittings.

```lean
/-- If two radial functions agree beyond `R ≥ 0` and their squared derivatives are integrable over
`r > 0`, their values of `kinetic` on that half-line differ by the difference of the one-centre
terms inside `R`. -/
theorem one_centre_correction {f g : ℝ → ℝ} {R : ℝ} (hR : 0 ≤ R)
    (hfg : ∀ r ∈ Ioi R, f r = g r)
    (hf : IntegrableOn (fun r => (deriv f r) ^ 2) (Ioi 0))
    (hg : IntegrableOn (fun r => (deriv g r) ^ 2) (Ioi 0)) :
    kinetic (Ioi 0) g + (kinetic (Ioc 0 R) f - kinetic (Ioc 0 R) g) = kinetic (Ioi 0) f := by
  -- the outer parts coincide
  have ht : ∫ r in Ioi R, (deriv f r) ^ 2 = ∫ r in Ioi R, (deriv g r) ^ 2 := by
    refine setIntegral_congr_fun measurableSet_Ioi (fun r hr => ?_)
    have e : f =ᶠ[𝓝 r] g := by
      filter_upwards [Ioi_mem_nhds (mem_Ioi.1 hr)] with x hx using hfg x hx
    simp only [e.deriv_eq]
  have h1 := integral_split hR hf
  have h2 := integral_split hR hg
  simp only [kinetic]
  linarith
```

## Slopes and smooth matching

The product rule gives

u′(r) = 2e^(−r) − 2r e^(−r) = 2(1 − r) e^(−r).

```lean
/-- The slope of the hydrogen radial function. -/
theorem hasDerivAt_orbital (r : ℝ) :
    HasDerivAt orbital (2 * (1 - r) * Real.exp (-r)) r := by
  have h1 : HasDerivAt (fun x : ℝ => 2 * x) 2 r :=
    ((hasDerivAt_id' r).const_mul (2 : ℝ)).congr_deriv (by ring)
  have h2 : HasDerivAt (fun x : ℝ => Real.exp (-x)) (-Real.exp (-r)) r :=
    ((hasDerivAt_id' r).fun_neg.exp).congr_deriv (by ring)
  exact (h1.fun_mul h2).congr_deriv (by ring)
```

Inside the core, p′(r) = (3 − 3r²)/e. At r = 1 both branches have the value 2/e and the slope 0, so p is differentiable there too. The proof treats r < 1, r = 1 and r > 1 separately; at r = 1 it joins the derivatives from the left and from the right.

```lean
/-- The pseudo function is differentiable everywhere, the matching radius included,
with the slope given piecewise. -/
theorem hasDerivAt_pseudo (r : ℝ) : HasDerivAt pseudo
    (if r ≤ 1 then (3 - 3 * r ^ 2) * Real.exp (-1) else 2 * (1 - r) * Real.exp (-r)) r := by
  have hc : ∀ x : ℝ, HasDerivAt (fun x : ℝ => (3 * x - x ^ 3) * Real.exp (-1))
      ((3 - 3 * x ^ 2) * Real.exp (-1)) x := fun x =>
    ((((hasDerivAt_id' x).const_mul (3 : ℝ)).fun_sub (hasDerivAt_pow 3 x)).mul_const
      (Real.exp (-1))).congr_deriv (by push_cast; ring)
  have ho : ∀ x ∈ Ici (1 : ℝ), pseudo x = orbital x := by
    intro x hx
    rcases eq_or_lt_of_le (mem_Ici.1 hx) with h | h
    · subst h
      rw [pseudo, if_pos le_rfl, orbital]
      ring
    · exact if_neg (not_le_of_gt h)
  rcases lt_trichotomy r 1 with h | rfl | h
  · rw [if_pos h.le]
    refine (hc r).congr_of_eventuallyEq ?_
    filter_upwards [Iio_mem_nhds h] with x hx
    exact if_pos (mem_Iio.1 hx).le
  · -- both one-sided slopes vanish at the matching radius
    rw [if_pos le_rfl, ← hasDerivWithinAt_univ, ← Iic_union_Ici (a := (1 : ℝ))]
    refine HasDerivWithinAt.union ?_ ?_
    · exact (hc 1).hasDerivWithinAt.congr (fun x hx => if_pos hx) (if_pos le_rfl)
    · have hu := (hasDerivAt_orbital 1).congr_deriv
        (show 2 * (1 - 1) * Real.exp (-1) = (3 - 3 * 1 ^ 2) * Real.exp (-1) by ring)
      exact hu.hasDerivWithinAt.congr ho (ho 1 self_mem_Ici)
  · rw [if_neg (not_le_of_gt h)]
    refine (hasDerivAt_orbital r).congr_of_eventuallyEq ?_
    filter_upwards [Ioi_mem_nhds h] with x hx
    exact ho x (mem_Ioi.1 hx).le
```

## The virial relation for this orbital

Squaring the slope gives

u′² = (4r² − 8r + 4) e^(−2r),

which is the tail form with a = −2, b = 2, c = −1. Its integral from 0 is 1, so T[u] = ½. For the potential energy,

u²/r = 4r e^(−2r),

with a = 0, b = −2, c = −1. This integral is also 1, so V[u] = −1 and 2T[u] = −V[u]. The theorem verifies the virial relation for this one function by computing both sides; it does not derive it for general bound states.

```lean
/-- For the hydrogen radial function the Coulomb energy is `-1`, and twice the kinetic energy
is minus the Coulomb energy. -/
theorem hydrogen_virial :
    coulomb orbital = -1 ∧ 2 * kinetic (Ioi 0) orbital = -coulomb orbital := by
  have hT := (tail_integral (-2) 2 (-1) 0 (fun r => (deriv orbital r) ^ 2) (by
    intro r _
    show (deriv orbital r) ^ 2 = _
    rw [(hasDerivAt_orbital r).deriv, show -(2 * r) = -r + -r by ring, Real.exp_add]
    ring) (fun r _ => sq_nonneg _)).2
  have hV := (tail_integral 0 (-2) (-1) 0 (fun r => orbital r ^ 2 / r) (by
    intro r hr
    have h0 : r ≠ 0 := ne_of_gt (mem_Ioi.1 hr)
    show orbital r ^ 2 / r = _
    rw [orbital, show -(2 * r) = -r + -r by ring, Real.exp_add, div_eq_iff h0]
    ring) (fun r hr => div_nonneg (sq_nonneg _) (le_of_lt (mem_Ioi.1 hr)))).2
  have hT' : ∫ r in Ioi (0 : ℝ), (deriv orbital r) ^ 2 = 1 := hT.trans (by norm_num)
  have hV' : ∫ r in Ioi (0 : ℝ), orbital r ^ 2 / r = 1 := hV.trans (by norm_num)
  rw [kinetic, coulomb, hT', hV']
  norm_num
```

## Restoring one half

Beyond r = 1 both functions have the same integral of the squared slope:

∫₁^∞ u′² dr = (2 − 2 + 1) e^(−2) = e^(−2).

In the core,

∫₀¹ u′² dr = 1 − e^(−2),

∫₀¹ p′² dr = (9 − 6 + 9/5) e^(−2) = (24/5) e^(−2).

The pseudo function therefore has

T[p] = ½ (24/5 + 1) e^(−2) = (29/10) e^(−2) ≈ 0.392.

The strict inequality T[p] < ½ follows from e² > 7.3, which gives e^(−2) < 7/50. The one-centre difference is

T_core[u] − T_core[p] = (1 − e^(−2))/2 − (12/5) e^(−2),

and adding it to T[p] gives ½. The proof evaluates the integrals with the two integration lemmas, and obtains the last equality from `one_centre_correction`.

Since ∫₀^∞ p² dr = (243/35) e^(−2) ≈ 0.940, p is not normalised; per unit norm its kinetic energy is 203/486 ≈ 0.418, still below ½.

```lean
/-- The hydrogen kinetic energy is `1/2`; the pseudo function has the smaller value
`(29/10) exp(-2)`, and adding the explicit one-centre difference restores `1/2`. -/
theorem kinetic_energy_restored :
    kinetic (Ioi 0) orbital = 1 / 2 ∧
    kinetic (Ioi 0) pseudo = 29 / 10 * Real.exp (-2) ∧
    kinetic (Ioi 0) pseudo < 1 / 2 ∧
    kinetic (Ioc 0 1) orbital - kinetic (Ioc 0 1) pseudo =
      (1 - Real.exp (-2)) / 2 - 12 / 5 * Real.exp (-2) ∧
    kinetic (Ioi 0) pseudo + (kinetic (Ioc 0 1) orbital - kinetic (Ioc 0 1) pseudo) = 1 / 2 := by
  have hu : ∀ s : ℝ, _ := fun s =>
    tail_integral (-2) 2 (-1) s (fun r => (deriv orbital r) ^ 2) (by
      intro r _
      show (deriv orbital r) ^ 2 = _
      rw [(hasDerivAt_orbital r).deriv, show -(2 * r) = -r + -r by ring, Real.exp_add]
      ring) (fun r _ => sq_nonneg _)
  have hout := tail_integral (-2) 2 (-1) 1 (fun r => (deriv pseudo r) ^ 2) (by
    intro r hr
    show (deriv pseudo r) ^ 2 = _
    rw [(hasDerivAt_pseudo r).deriv, if_neg (not_le_of_gt (mem_Ioi.1 hr)),
      show -(2 * r) = -r + -r by ring, Real.exp_add]
    ring) (fun r _ => sq_nonneg _)
  have hin := core_integral 9 (-6) (9 / 5) 0 (fun r => (deriv pseudo r) ^ 2) (by
    intro r hr
    show (deriv pseudo r) ^ 2 = _
    rw [(hasDerivAt_pseudo r).deriv, if_pos hr.2,
      show (-2 : ℝ) = -1 + -1 by norm_num, Real.exp_add]
    ring)
  have hint := hin.1.union hout.1
  rw [Ioc_union_Ioi_eq_Ioi zero_le_one] at hint
  have u0 : ∫ r in Ioi (0 : ℝ), (deriv orbital r) ^ 2 = 1 := (hu 0).2.trans (by norm_num)
  have u1 : ∫ r in Ioi (1 : ℝ), (deriv orbital r) ^ 2 = Real.exp (-2) :=
    (hu 1).2.trans (by norm_num)
  have p1 : ∫ r in Ioi (1 : ℝ), (deriv pseudo r) ^ 2 = Real.exp (-2) :=
    hout.2.trans (by norm_num)
  have p0 : ∫ r in Ioc (0 : ℝ) 1, (deriv pseudo r) ^ 2 = 24 / 5 * Real.exp (-2) :=
    hin.2.trans (by ring)
  have su := integral_split zero_le_one (hu 0).1
  have sp := integral_split zero_le_one hint
  have hT : kinetic (Ioi 0) orbital = 1 / 2 := by rw [kinetic, u0]; norm_num
  have hP : kinetic (Ioi 0) pseudo = 29 / 10 * Real.exp (-2) := by
    simp only [kinetic]
    linarith
  -- numerical bound on exp(-2)
  have hb : Real.exp (-2) < 7 / 50 := by
    have h : Real.exp (-2) * (Real.exp 1 * Real.exp 1) = 1 := by
      rw [← Real.exp_add, ← Real.exp_add]
      norm_num
    have h2 : 7.3 < Real.exp 1 * Real.exp 1 := by nlinarith [Real.exp_one_gt_d9]
    nlinarith [Real.exp_pos (-2)]
  refine ⟨hT, hP, by rw [hP]; linarith, ?_, ?_⟩
  · simp only [kinetic]
    linarith
  · rw [← hT]
    exact one_centre_correction zero_le_one
      (fun r hr => (if_neg (not_le_of_gt (mem_Ioi.1 hr)) : pseudo r = orbital r).symm)
      (hu 0).1 hint

end

end UltrasoftHydrogen
```

```lean
#print axioms UltrasoftHydrogen.hydrogen_virial
#print axioms UltrasoftHydrogen.kinetic_energy_restored
```

```
'UltrasoftHydrogen.hydrogen_virial' depends on axioms: [propext, Classical.choice, Quot.sound]
'UltrasoftHydrogen.kinetic_energy_restored' depends on axioms: [propext, Classical.choice, Quot.sound]
```

## Scope and a second form of the kinetic energy

Ultrasoft and projector augmented-wave calculations also combine a smooth energy with one-centre terms; this model shows that bookkeeping for the kinetic energy of a single electron in a known s orbital. It has no projectors, augmentation charges or screened coefficients, and p is prescribed instead of being obtained from a pseudo-Hamiltonian.

The kinetic energy could also have been defined as −½ ∫ f f″ dr. For f smooth on the core with f(0) = 0, integration by parts, which the code does not carry out, then adds the boundary term −½ f(R) f′(R) to each core energy. For u and p at R = 1 this term vanishes because both slopes are zero, so the numbers above would stay the same. At another matching radius the term would cancel in the difference if values and slopes matched. A kink would require a delta contribution in f″, whereas the squared-slope form needs no such term.
